# Koelling-Harmon and scalar ZORA solutions for a Coulomb potential are related by a radial scaling

The Koelling-Harmon mass contains the energy being sought, so the radial operator itself depends on the eigenvalue. Freezing the mass, as scalar ZORA does, removes this dependence but shifts the levels. For a bare point nucleus, a change of length scale relates the two schemes exactly and gives the size of the shift.

In Lean 4 with Mathlib:

```lean
import Mathlib

open MeasureTheory Filter Set Topology

namespace KoellingHarmonScaling

noncomputable section
```

## Two masses in one radial system

In atomic units, with the rest energy excluded from E, the nucleus of charge Z gives

V(r) = −Z/r.

```lean
/-- The Coulomb potential of a point nucleus of charge `Z`, in atomic units. -/
def coulomb (Z r : ℝ) : ℝ := -Z / r
```

The Koelling-Harmon mass, with c the speed of light, is

M(r) = 1 + (E − V(r))/(2c²).

```lean
/-- The energy-dependent Koelling-Harmon mass `1 + (E - V) / (2c²)`. -/
def khMass (c Z E r : ℝ) : ℝ := 1 + (E - coulomb Z r) / (2 * c ^ 2)
```

Dropping E gives the frozen mass

M₀(r) = 1 − V(r)/(2c²).

```lean
/-- The frozen, energy-independent mass `1 - V / (2c²)` of scalar ZORA. -/
def frozenMass (c Z r : ℝ) : ℝ := 1 - coulomb Z r / (2 * c ^ 2)
```

The two will be connected by the factor

s = 1 + E/(2c²).

The main theorems assume s > 0, that is E > −2c², so the energy stays above the region of negative-energy states.

```lean
/-- The scaling factor `s = 1 + E / (2c²)`. -/
def scale (c E : ℝ) : ℝ := 1 + E / (2 * c ^ 2)
```

For angular momentum l, the function P, which is r times the radial large component, and an auxiliary function Q, which for l = 0 is cr times the radial small component, satisfy, at every r > 0,

P′ = 2MQ + P/r
Q′ = −Q/r + (l(l+1)/(2Mr²) + V − E)P.

Spin-orbit coupling is absent. `Solves` takes the mass and potential as arguments, so both schemes use the same definition; `HasDerivAt` says that each derivative exists and has the stated value.

```lean
/-- The pair `(P, Q)` solves the scalar-relativistic radial system on `r > 0` with
angular momentum `l`, mass function `M`, potential `V` and energy `E`. -/
def Solves (l : ℕ) (M V : ℝ → ℝ) (E : ℝ) (P Q : ℝ → ℝ) : Prop :=
  ∀ r, 0 < r →
    HasDerivAt P (2 * M r * Q r + P r / r) r ∧
    HasDerivAt Q (-Q r / r +
      ((l : ℝ) * (l + 1) / (2 * M r * r ^ 2) + V r - E) * P r) r
```

A bound orbital is nonzero somewhere on r > 0, tends to zero at the nucleus and has finite ∫P² dr. It need not be normalised, and no integrability is asked of Q.

```lean
/-- A radial function that is not identically zero on `r > 0`, tends to zero at the nucleus and is
square integrable. -/
def IsBoundOrbital (P : ℝ → ℝ) : Prop :=
  (∃ r, 0 < r ∧ P r ≠ 0) ∧ Tendsto P (𝓝[>] 0) (𝓝 0) ∧
    IntegrableOn (fun r => P r ^ 2) (Ioi 0)
```

An energy is a bound level when some solution pair has such a P.

```lean
/-- `E` is a bound level: the radial system at energy `E` has a solution whose large
component is a bound orbital. -/
def IsBoundLevel (l : ℕ) (M V : ℝ → ℝ) (E : ℝ) : Prop :=
  ∃ P Q, Solves l M V E P Q ∧ IsBoundOrbital P
```

## How the potential and mass scale

Dividing the radius by s multiplies the Coulomb potential by s (for E < 0, s < 1, so r/s is the larger radius and the potential there is weaker):

V(r/s) = −Zs/r = sV(r).

A screened potential does not in general have this property, so the result is confined to one electron in the field of a point nucleus.

```lean
/-- Dividing the radius by `s` multiplies the Coulomb potential by `s`. -/
theorem coulomb_dilate (Z r s : ℝ) : coulomb Z (r / s) = s * coulomb Z r := by
  unfold coulomb
  rw [div_div_eq_mul_div]
  ring
```

For the mass, the energy term combines with the 1 to form s:

M(r/s) = 1 + E/(2c²) − sV(r)/(2c²) = s(1 − V(r)/(2c²)) = sM₀(r).

```lean
/-- The Koelling-Harmon mass at radius `r / s` is `s` times the frozen mass at `r`. -/
theorem khMass_dilate (c Z E r : ℝ) :
    khMass c Z E (r / scale c E) = scale c E * frozenMass c Z r := by
  unfold khMass frozenMass
  rw [coulomb_dilate]
  unfold scale
  ring
```

Since Z > 0, the frozen mass is positive,

M₀(r) = 1 + Z/(2c²r) > 0,

and the centrifugal term has a nonzero denominator.

```lean
/-- The frozen mass is positive everywhere outside an attractive nucleus. -/
theorem frozenMass_pos {c Z r : ℝ} (hZ : 0 < Z) (hr : 0 < r) :
    0 < frozenMass c Z r := by
  have h : frozenMass c Z r = 1 + Z / r / (2 * c ^ 2) := by
    unfold frozenMass coulomb
    ring
  rw [h]
  positivity
```

## The chain rule

Set p(r) = P(r/s) and q(r) = Q(r/s). Each derivative acquires a factor 1/s:

p′ = (1/s)[2sM₀q + sp/r] = 2M₀q + p/r

q′ = (1/s)[−sq/r + (s²l(l+1)/(2sM₀r²) + sV − E)p]
 = −q/r + (l(l+1)/(2M₀r²) + V − E/s)p.

This is the frozen-mass system at energy E/s. In the proof, `HasDerivAt.comp_of_eq` is the chain rule, and `field_simp` cancels the factors of s after the scaling laws are substituted.

```lean
/-- A dilation carries solutions of the radial system to solutions at energy `E / s`,
when mass and potential both scale by `s` and the new mass is positive. -/
theorem solves_dilate {l : ℕ} {M V M₀ V₀ P Q : ℝ → ℝ} {E s : ℝ} (hs : 0 < s)
    (hpos : ∀ r, 0 < r → 0 < M₀ r)
    (hM : ∀ r, 0 < r → M (r / s) = s * M₀ r)
    (hV : ∀ r, 0 < r → V (r / s) = s * V₀ r)
    (h : Solves l M V E P Q) :
    Solves l M₀ V₀ (E / s) (fun r => P (r / s)) (fun r => Q (r / s)) := by
  intro r hr
  obtain ⟨h1, h2⟩ := h (r / s) (div_pos hr hs)
  have hd : HasDerivAt (fun x : ℝ => x / s) (1 / s) r := (hasDerivAt_id' r).div_const s
  -- the chain rule supplies a factor 1/s, which the scaling of M and V absorbs
  have k1 := HasDerivAt.comp_of_eq r h1 hd rfl
  have k2 := HasDerivAt.comp_of_eq r h2 hd rfl
  have hm := (hpos r hr).ne'
  have hs' := hs.ne'
  have hr' := hr.ne'
  refine ⟨k1.congr_deriv ?_, k2.congr_deriv ?_⟩
  · rw [hM r hr]
    field_simp
  · rw [hM r hr, hV r hr]
    field_simp
```

## Equivalence and the energy shift

The converse applies the same lemma with factor 1/s, using M(r) = sM₀(rs); the energy returns to (E/s)·s = E. For the energies,

E/s = 2c²E/(2c² + E)
E·s = E + E²/(2c²) > E for E ≠ 0.

Dividing the inequality by s > 0 gives E/s < E, so the frozen mass places a bound level with E < 0 too deep. The theorem states the equivalence for every pair of functions P and Q, together with both energy relations.

```lean
/-- Scalar ZORA scaling relation: the Koelling-Harmon system at energy `E` is equivalent,
by dilation, to the frozen-mass system at energy `E / s = 2c²E / (2c² + E)`, which lies
strictly below `E` when `E ≠ 0`. -/
theorem scalar_zora_scaling {c Z E : ℝ} (l : ℕ) (hc : 0 < c) (hZ : 0 < Z)
    (hs : 0 < scale c E) :
    (∀ P Q : ℝ → ℝ, Solves l (khMass c Z E) (coulomb Z) E P Q ↔
      Solves l (frozenMass c Z) (coulomb Z) (E / scale c E)
        (fun r => P (r / scale c E)) (fun r => Q (r / scale c E))) ∧
    E / scale c E = 2 * c ^ 2 * E / (2 * c ^ 2 + E) ∧
    (E ≠ 0 → E / scale c E < E) := by
  have hs' := hs.ne'
  have hc' := hc.ne'
  refine ⟨fun P Q => ⟨fun h => ?_, fun h => ?_⟩, ?_, fun hE => ?_⟩
  · exact solves_dilate hs (fun r hr => frozenMass_pos hZ hr)
      (fun r _ => khMass_dilate c Z E r) (fun r _ => coulomb_dilate Z r _) h
  · -- the converse is the inverse dilation
    have key : ∀ r, khMass c Z E r = scale c E * frozenMass c Z (r * scale c E) := by
      intro r
      have h1 := khMass_dilate c Z E (r * scale c E)
      rwa [mul_div_cancel_right₀ _ hs'] at h1
    have h2 := solves_dilate (M₀ := khMass c Z E) (V₀ := coulomb Z) (inv_pos.2 hs)
      (fun r hr => by
        rw [key r]
        exact mul_pos hs (frozenMass_pos hZ (mul_pos hr hs)))
      (fun r _ => by rw [key r, div_inv_eq_mul, inv_mul_cancel_left₀ hs'])
      (fun r _ => coulomb_dilate Z r _) h
    have e1 : ∀ r : ℝ, r / (scale c E)⁻¹ / scale c E = r := by
      intro r
      rw [div_inv_eq_mul, mul_div_cancel_right₀ _ hs']
    have e2 : E / scale c E / (scale c E)⁻¹ = E := by
      rw [div_inv_eq_mul, div_mul_cancel₀ _ hs']
    simp only [e1, e2] at h2
    exact h2
  · have h : 2 * c ^ 2 + E = 2 * c ^ 2 * scale c E := by
      unfold scale
      field_simp
    rw [h]
    field_simp
  · rw [div_lt_iff₀ hs]
    have h : E * scale c E = E + E ^ 2 / (2 * c ^ 2) := by
      unfold scale
      ring
    have hp : 0 < E ^ 2 / (2 * c ^ 2) := by positivity
    linarith
```

At E = 0, s = 1 and the two systems coincide. For fixed E and c → ∞, both masses tend to 1, E/s tends to E, and the system becomes the radial Schrödinger equation.

## Bound levels

For a > 0, the map r ↦ ra sends r > 0 to itself and preserves the limit at the nucleus. Square integrability survives because

∫P(ra)² dr = (1/a)∫P(r)² dr.

With a = 1/s, a P with ∫P² dr = 1 therefore becomes P(r/s)/√s, normalised in the same sense.

```lean
/-- Dilating the radius by a positive factor keeps a bound orbital bound. -/
theorem IsBoundOrbital.dilate {P : ℝ → ℝ} {a : ℝ} (ha : 0 < a) (h : IsBoundOrbital P) :
    IsBoundOrbital (fun r => P (r * a)) := by
  obtain ⟨⟨r, hr, hP⟩, h0, hi⟩ := h
  refine ⟨⟨r / a, div_pos hr ha, ?_⟩, ?_, ?_⟩
  · simpa only [div_mul_cancel₀ _ ha.ne'] using hP
  · have hcont : Continuous (fun x : ℝ => x * a) := by fun_prop
    have t : Tendsto (fun x : ℝ => x * a) (𝓝[>] 0) (𝓝 (0 * a)) :=
      (hcont.tendsto 0).mono_left nhdsWithin_le_nhds
    rw [zero_mul] at t
    exact h0.comp (tendsto_nhdsWithin_iff.2 ⟨t, eventually_mem_nhdsWithin.mono
      fun x hx => Set.mem_Ioi.2 (mul_pos (Set.mem_Ioi.1 hx) ha)⟩)
  · exact (integrableOn_Ioi_comp_mul_right_iff (fun r => P r ^ 2) 0 ha).2
      (by rwa [zero_mul])
```

The bound levels then correspond:

E is a Koelling-Harmon level ⇔ E/s is a frozen-mass level.

The proof carries the solution pair across by the scaling theorem and its bound-orbital conditions by the preceding lemma. This is an equivalence for each admissible E; it does not assert that levels exist or compute them.

```lean
/-- `E` is a bound level of the Koelling-Harmon system exactly when `E / s` is a bound
level of the frozen-mass system. -/
theorem boundLevel_iff {c Z E : ℝ} (l : ℕ) (hc : 0 < c) (hZ : 0 < Z)
    (hs : 0 < scale c E) :
    IsBoundLevel l (khMass c Z E) (coulomb Z) E ↔
      IsBoundLevel l (frozenMass c Z) (coulomb Z) (E / scale c E) := by
  have main := (scalar_zora_scaling l hc hZ hs).1
  constructor
  · rintro ⟨P, Q, h, hb⟩
    refine ⟨_, _, (main P Q).1 h, ?_⟩
    have hd := hb.dilate (inv_pos.2 hs)
    simpa only [div_eq_mul_inv] using hd
  · rintro ⟨p, q, h, hb⟩
    refine ⟨fun r => p (r * scale c E), fun r => q (r * scale c E),
      (main _ _).2 ?_, hb.dilate hs⟩
    simp only [div_mul_cancel₀ _ hs.ne']
    exact h
```

Writing ε = E/s, we have 2c² − ε = 2c²/s, and hence

2c²ε/(2c² − ε) = sε = E.

Conversely, given a frozen-mass level ε < 2c², define E by this formula. Then s = 1 + E/(2c²) = 2c²/(2c² − ε) > 0 and E/s = ε, so the equivalence above makes E a Koelling-Harmon level. For this one-electron Coulomb model, a frozen-mass calculation thus yields the Koelling-Harmon energy without iteration on the mass.

```lean
/-- The energy `E` is recovered from the frozen-mass energy `ε = E / s` as
`2c²ε / (2c² - ε)`. -/
theorem energy_from_frozen {c E : ℝ} (hc : 0 < c) (hs : 0 < scale c E) :
    2 * c ^ 2 * (E / scale c E) / (2 * c ^ 2 - E / scale c E) = E := by
  have hs' := hs.ne'
  have hc' := hc.ne'
  have h : 2 * c ^ 2 * scale c E = 2 * c ^ 2 + E := by
    unfold scale
    field_simp
  have h2 : 2 * c ^ 2 - E / scale c E = 2 * c ^ 2 / scale c E := by
    rw [eq_div_iff hs', sub_mul, div_mul_cancel₀ _ hs']
    linarith
  rw [h2]
  field_simp

end

end KoellingHarmonScaling
```

```lean
#print axioms KoellingHarmonScaling.scalar_zora_scaling
#print axioms KoellingHarmonScaling.boundLevel_iff
#print axioms KoellingHarmonScaling.energy_from_frozen
```

```
'KoellingHarmonScaling.scalar_zora_scaling' depends on axioms: [propext, Classical.choice, Quot.sound]
'KoellingHarmonScaling.boundLevel_iff' depends on axioms: [propext, Classical.choice, Quot.sound]
'KoellingHarmonScaling.energy_from_frozen' depends on axioms: [propext, Classical.choice, Quot.sound]
```
